# The ratio of unlike-pair C6 to the geometric mean for one-pole atoms falls from one to zero as their frequencies move apart

**Question**

Two different atoms sit far apart and attract each other with energy $-C_6/R^6$. I know $C_6$ for each species with itself, and I estimate the mixed coefficient by the geometric mean of the two. If each atom has a single excitation frequency, $w$ for one and $v$ for the other, London's formula gives the mixed coefficient directly, and its ratio to my estimate should be $q = 2\sqrt{wv}/(w+v)$. I believe that $q$ is one only for equal frequencies, and that with $v$ fixed it decreases strictly to zero as $w$ grows from $v$ upwards. Can this be derived from London's formula in full and checked by machine? And can the frequency be recovered from $q$?

**Answer**

Yes to both. When $q<1$, recovering $w$ from $q$ and $v$ also requires knowing which atom has the higher frequency.

Let the static polarizabilities be $a, b > 0$ and the frequencies $w, v > 0$, in atomic units. London's expression is
$$C_6^{AB} = \frac32\,ab\,\frac{wv}{w+v}.$$
For a like pair the frequency factor is $w^2/(2w) = w/2$, so $C_6^{AA} = \frac34 a^2 w$ and $C_6^{BB} = \frac34 b^2 v$. Their geometric mean is $\frac34 ab\sqrt{wv}$. The polarizabilities cancel in the ratio:
$$q = \frac{C_6^{AB}}{\sqrt{C_6^{AA}C_6^{BB}}} = \frac{2\sqrt{wv}}{w+v}, \qquad 1-q = \frac{w+v-2\sqrt{wv}}{w+v} = \frac{(\sqrt w-\sqrt v)^2}{w+v}.$$
The deficit $1-q$ is never negative, and it vanishes exactly when $w=v$.

For the monotonicity, take $v \le w_1 < w_2$ and write $s=\sqrt v$, $x=\sqrt{w_1}$, $y=\sqrt{w_2}$. Then
$$q(w_1)-q(w_2) = \frac{2sx}{x^2+s^2}-\frac{2sy}{y^2+s^2} = \frac{2s(y-x)(xy-s^2)}{(x^2+s^2)(y^2+s^2)}.$$
Since $xy > x^2 \ge s^2$, this is positive. For the limit, $w+v > w$ gives $0 < q < 2\sqrt v/\sqrt w$, and the upper bound tends to zero.

To invert, set $t=\sqrt{w/v}\ge 1$. Then $q = 2t/(t^2+1)$, or $qt^2-2t+q=0$. The two roots have product one, so the root that is at least one is $t=(1+\sqrt{1-q^2})/q$, and $w=vt^2$.

The slip to watch for is leaving out $w\ge v$. The ratio depends only on $w/v$ and is unchanged when $w/v$ is replaced by $v/w$, so it rises on $0<w\le v$ and falls afterwards. For $q<1$ the frequency $v/t^2$ gives the same ratio as $vt^2$.

Here is the complete Lean file.

```lean
import Mathlib

open Filter Topology

namespace GeometricMeanCombinationRule

noncomputable section

/-- The London C6 coefficient of two one-pole atoms with static polarizabilities `a`, `b`
and frequencies `w`, `v`, in atomic units. -/
def londonC6 (a b w v : ℝ) : ℝ := 3 / 2 * a * b * (w * v / (w + v))

/-- The unlike-pair C6 coefficient divided by the geometric mean of the two like-pair
coefficients. -/
def pairRatio (a b w v : ℝ) : ℝ :=
  londonC6 a b w v / √(londonC6 a a w w * londonC6 b b v v)

variable {a b w v : ℝ}

/-- The C6 coefficient of two identical one-pole atoms is three quarters of the squared
polarizability times the frequency. -/
theorem londonC6_self (a : ℝ) (hw : 0 < w) : londonC6 a a w w = 3 / 4 * a ^ 2 * w := by
  have h : w * w / (w + w) = w / 2 := by
    rw [div_eq_iff (by positivity)]
    ring
  rw [londonC6, h]
  ring

/-- The ratio of the unlike-pair C6 to the geometric mean is `2 √(w v) / (w + v)`, for all positive
polarizabilities and frequencies. -/
theorem pairRatio_eq (ha : 0 < a) (hb : 0 < b) (hw : 0 < w) (hv : 0 < v) :
    pairRatio a b w v = 2 * √(w * v) / (w + v) := by
  have hwv : 0 < w * v := mul_pos hw hv
  have hr : 0 < √(w * v) := Real.sqrt_pos.2 hwv
  have hs : √(w * v) ^ 2 = w * v := Real.sq_sqrt hwv.le
  have hsum : w + v ≠ 0 := by positivity
  -- the product of the like-pair coefficients is a perfect square
  have h : londonC6 a a w w * londonC6 b b v v = (3 / 4 * a * b * √(w * v)) ^ 2 := by
    rw [londonC6_self a hw, londonC6_self b hv, mul_pow, hs]
    ring
  have hd : w * v / (w + v) * (w + v) = w * v := div_mul_cancel₀ _ hsum
  rw [pairRatio, h, Real.sqrt_sq (by positivity), londonC6,
    div_eq_div_iff (by positivity) hsum]
  linear_combination 3 / 2 * a * b * hd - 3 / 2 * a * b * hs

/-- The ratio written in terms of the square roots of the two frequencies. -/
theorem pairRatio_eq_sqrt (ha : 0 < a) (hb : 0 < b) (hw : 0 < w) (hv : 0 < v) :
    pairRatio a b w v = 2 * (√w * √v) / (√w ^ 2 + √v ^ 2) := by
  rw [pairRatio_eq ha hb hw hv, Real.sqrt_mul hw.le, Real.sq_sqrt hw.le, Real.sq_sqrt hv.le]

/-- The ratio of the unlike-pair C6 to the geometric mean falls short of one by `(√w - √v)² / (w +
v)`. -/
theorem one_sub_pairRatio (ha : 0 < a) (hb : 0 < b) (hw : 0 < w) (hv : 0 < v) :
    1 - pairRatio a b w v = (√w - √v) ^ 2 / (w + v) := by
  have hsum : w + v ≠ 0 := by positivity
  have h1 : √w ^ 2 = w := Real.sq_sqrt hw.le
  have h2 : √v ^ 2 = v := Real.sq_sqrt hv.le
  rw [pairRatio_eq ha hb hw hv, Real.sqrt_mul hw.le, eq_div_iff hsum, sub_mul,
    div_mul_cancel₀ _ hsum]
  linear_combination -h1 - h2

/-- The unlike-pair C6 never exceeds the geometric mean, and equals it exactly when the two
frequencies coincide. -/
theorem pairRatio_le_one_and_eq_iff (ha : 0 < a) (hb : 0 < b) (hw : 0 < w) (hv : 0 < v) :
    pairRatio a b w v ≤ 1 ∧ (pairRatio a b w v = 1 ↔ w = v) := by
  have h := one_sub_pairRatio ha hb hw hv
  have hsum : w + v ≠ 0 := by positivity
  have hnn : 0 ≤ (√w - √v) ^ 2 / (w + v) := by positivity
  refine ⟨by linarith, fun h1 => ?_, fun e => ?_⟩
  · rw [h1, sub_self] at h
    have h2 : (√w - √v) ^ 2 = 0 := (div_eq_zero_iff.1 h.symm).resolve_right hsum
    have h3 : √w - √v = 0 := (pow_eq_zero_iff two_ne_zero).1 h2
    exact (Real.sqrt_inj hw.le hv.le).1 (sub_eq_zero.1 h3)
  · rw [e] at h ⊢
    rw [sub_self (√v), zero_pow two_ne_zero, zero_div] at h
    linarith

/-- With one frequency `v` held fixed, the ratio of the unlike-pair C6 to the geometric mean
decreases strictly as the other frequency grows from `v` upwards, and tends to zero. -/
theorem pairRatio_strictAntiOn_and_tendsto_zero (ha : 0 < a) (hb : 0 < b) (hv : 0 < v) :
    StrictAntiOn (fun w => pairRatio a b w v) (Set.Ici v) ∧
      Tendsto (fun w => pairRatio a b w v) atTop (𝓝 0) := by
  have hs : 0 < √v := Real.sqrt_pos.2 hv
  constructor
  · intro w₁ h₁ w₂ _ h₁₂
    have h₁' : v ≤ w₁ := h₁
    have hw₁ : 0 < w₁ := lt_of_lt_of_le hv h₁'
    have hw₂ : 0 < w₂ := hw₁.trans h₁₂
    have hsx : √v ≤ √w₁ := Real.sqrt_le_sqrt h₁'
    have hxy : √w₁ < √w₂ := Real.sqrt_lt_sqrt hw₁.le h₁₂
    have hx : 0 < √w₁ := Real.sqrt_pos.2 hw₁
    have hy : 0 < √w₂ := Real.sqrt_pos.2 hw₂
    -- the sign of the difference is that of `√w₁ √w₂ - v`
    have hprod : √v ^ 2 < √w₁ * √w₂ := by
      nlinarith [mul_pos hx (sub_pos.2 hxy), mul_nonneg hs.le (sub_nonneg.2 hsx),
        mul_nonneg hx.le (sub_nonneg.2 hsx)]
    have key := mul_pos (mul_pos hs (sub_pos.2 hxy)) (sub_pos.2 hprod)
    change pairRatio a b w₂ v < pairRatio a b w₁ v
    rw [pairRatio_eq_sqrt ha hb hw₂ hv, pairRatio_eq_sqrt ha hb hw₁ hv,
      div_lt_div_iff₀ (by positivity) (by positivity)]
    nlinarith [key]
  · -- squeeze between zero and `2 √v / √w`
    have hlim : Tendsto (fun w : ℝ => 2 * √v / √w) atTop (𝓝 0) :=
      Real.tendsto_sqrt_atTop.const_div_atTop (2 * √v)
    refine squeeze_zero' ?_ ?_ hlim
    · filter_upwards [eventually_gt_atTop (0 : ℝ)] with w hw
      rw [pairRatio_eq_sqrt ha hb hw hv]
      positivity
    · filter_upwards [eventually_gt_atTop (0 : ℝ)] with w hw
      have hx : 0 < √w := Real.sqrt_pos.2 hw
      rw [pairRatio_eq_sqrt ha hb hw hv, div_le_div_iff₀ (by positivity) hx]
      nlinarith [pow_pos hs 3]

/-- For `w ≥ v` and `0 < q ≤ 1`, the ratio equals `q` if and only if `w = v ((1 + √(1 - q²)) / q)²`.
-/
theorem pairRatio_eq_iff_frequency {q : ℝ} (ha : 0 < a) (hb : 0 < b) (hv : 0 < v)
    (hq : 0 < q) (hq1 : q ≤ 1) (hvw : v ≤ w) :
    pairRatio a b w v = q ↔ w = v * ((1 + √(1 - q ^ 2)) / q) ^ 2 := by
  have hr : √(1 - q ^ 2) ^ 2 = 1 - q ^ 2 := Real.sq_sqrt (by nlinarith)
  have hr0 : 0 ≤ √(1 - q ^ 2) := Real.sqrt_nonneg _
  obtain ⟨t, ht⟩ : ∃ t, t = (1 + √(1 - q ^ 2)) / q := ⟨_, rfl⟩
  have htq : t * q = 1 + √(1 - q ^ 2) := by rw [ht, div_mul_cancel₀ _ hq.ne']
  have ht1 : 1 ≤ t := by
    rw [ht, le_div_iff₀ hq]
    linarith
  have ht0 : 0 < t := by linarith
  -- `t` is the root of `q (t² + 1) = 2 t` that is at least one
  have hroot : q * (t ^ 2 + 1) = 2 * t := by
    apply mul_left_cancel₀ hq.ne'
    linear_combination (t * q + 1 + √(1 - q ^ 2) - 2) * htq + hr
  have hvt : v ≤ v * t ^ 2 := by
    nlinarith [mul_nonneg hv.le (sub_nonneg.2 ht1),
      mul_nonneg (mul_nonneg hv.le ht0.le) (sub_nonneg.2 ht1)]
  have hval : pairRatio a b (v * t ^ 2) v = q := by
    have hsq : √(v * t ^ 2 * v) = v * t := by
      rw [show v * t ^ 2 * v = (v * t) ^ 2 by ring, Real.sqrt_sq (by positivity)]
    rw [pairRatio_eq ha hb (by positivity) hv, hsq, div_eq_iff (by positivity)]
    linear_combination -v * hroot
  rw [← ht]
  constructor
  · intro h
    exact (pairRatio_strictAntiOn_and_tendsto_zero ha hb hv).1.injOn hvw hvt
      (h.trans hval.symm)
  · intro h
    rw [h, hval]

end

end GeometricMeanCombinationRule
```

```lean
#print axioms GeometricMeanCombinationRule.pairRatio_le_one_and_eq_iff
-- 'GeometricMeanCombinationRule.pairRatio_le_one_and_eq_iff' depends on axioms: [propext, Classical.choice, Quot.sound]
#print axioms GeometricMeanCombinationRule.pairRatio_strictAntiOn_and_tendsto_zero
-- 'GeometricMeanCombinationRule.pairRatio_strictAntiOn_and_tendsto_zero' depends on axioms: [propext, Classical.choice, Quot.sound]
#print axioms GeometricMeanCombinationRule.pairRatio_eq_iff_frequency
-- 'GeometricMeanCombinationRule.pairRatio_eq_iff_frequency' depends on axioms: [propext, Classical.choice, Quot.sound]
```

**What the statements say.** `londonC6 a b w v` is London's expression as a function of four real numbers, and `pairRatio a b w v` divides it by the square root of the product of the two like-pair values. The closed form of $q$ is therefore a theorem, `pairRatio_eq`, and not a definition. The hypotheses `0 < a` and `0 < b` say that both atoms are polarizable in the ordinary ground-state sense; `0 < w` and `0 < v` say that the excitations cost energy.

`one_sub_pairRatio` is the deficit formula, and `pairRatio_le_one_and_eq_iff` gives the bound with its equality case. In `pairRatio_strictAntiOn_and_tendsto_zero`, `StrictAntiOn ... (Set.Ici v)` means strictly decreasing on $[v,\infty)$, endpoint included, and `Tendsto ... atTop (𝓝 0)` is the limit $w\to\infty$. The polarizabilities stay fixed as $w$ varies, which is harmless because they cancel. `pairRatio_eq_iff_frequency` says that, for $0<q\le1$ and $w\ge v$, the ratio equals $q$ if and only if $w$ has the value found above.

London's expression itself is taken as the starting point. Its factor $3/2$ stands for the second-order dipole–dipole interaction of two isotropic atoms, each with all its dipole response at one frequency; it cancels from $q$. Real atoms respond at many frequencies, and the theorems make no statement about them.

**How the proof runs.** `londonC6_self` supplies the like-pair coefficient. `pairRatio_eq` writes the product of the two like-pair coefficients as a perfect square, takes the root, clears denominators and closes the identity with `linear_combination`. `pairRatio_eq_sqrt` rewrites the result in $\sqrt w$ and $\sqrt v$, the form used for the comparison of two frequencies.

In the monotonicity proof, `hprod` is the inequality $s^2<xy$ and `key` is the positivity of $s(y-x)(xy-s^2)$. After `div_lt_div_iff₀` has cross-multiplied the two ratios, `nlinarith [key]` finishes. The limit uses `squeeze_zero'`, with both bounds needed only for positive $w$; the upper one reduces to $s^3>0$ after cross-multiplication.

For the inversion, `hroot` checks that $t$ solves $q(t^2+1)=2t$, and `hval` that the frequency $vt^2$ produces the ratio $q$. Uniqueness comes from strict monotonicity, through `.injOn`, since both frequencies lie in $[v,\infty)$.

**In a dispersion calculation.** The rule appears in pairwise force fields and dispersion corrections as a line such as `c6_ij = sqrt(c6_ii * c6_jj)`. Within the one-pole model this line overestimates the mixed coefficient by the factor $1/q$. For $w=4v$ one has $q=0.8$: London's value lies 20% below the geometric mean, so the rule is 25% too high relative to London's value. If the code also stores polarizabilities, it can obtain each effective frequency from $w = 4C_6^{AA}/(3a^2)$ and evaluate London's expression directly.
